# Contact energy of a uniform density plus a rigid charge $Q$ inside a one-dimensional cell: $dE/dL = -E/L + \frac{g}{2L}\int Q^2$

A: The cell is the interval $[0,L]$ with $L>0$, its left edge fixed at the origin. A density $n(x)$ has contact energy $\frac g2\int_0^L n^2\,dx$, the Hartree (direct) energy of a zero-range interaction $g\,\delta(x-x')$, without exchange. The strength $g$ is postulated and may have either sign.

```lean
import Mathlib

open MeasureTheory Set Filter Topology

namespace RigidAugmentationStress

noncomputable section

/-- Contact energy `(g/2) ∫₀ᴸ n²` of a density `n` in the cell `[0, L]`. -/
def contactEnergy (g : ℝ) (n : ℝ → ℝ) (L : ℝ) : ℝ :=
  g / 2 * ∫ x in (0 : ℝ)..L, n x ^ 2
```

A: As in calculations with ultrasoft pseudopotentials, the density is a smooth part plus an augmentation charge: $n_L(x)=N/L+Q(x)$. The real number $N$ is the charge of the smooth part, spread uniformly, and $Q$ is the augmentation charge, a fixed function of $x$ independent of $L$. $E(L)$ is the contact energy of $n_L$, and $-dE/dL$ is the one-dimensional pressure.

```lean
/-- Density in a cell of length `L`: a uniform smooth part `N / L` plus an augmentation
charge `Q` that does not depend on `L`. -/
def rigidDensity (N : ℝ) (Q : ℝ → ℝ) (L : ℝ) (x : ℝ) : ℝ := N / L + Q x

/-- Contact energy `E(L)` of the rigidly augmented density as a function of cell length. -/
def rigidEnergy (g N : ℝ) (Q : ℝ → ℝ) (L : ℝ) : ℝ :=
  contactEnergy g (rigidDensity N Q L) L
```

A: For comparison, a density $n$ in a reference cell of length $L_1$ is strained affinely into $\frac{L_1}{L}\,n(L_1x/L)$, where the prefactor conserves charge. The self-overlap is $S=\int Q^2\,dx$ over the whole line, and `bump` is the profile $\max(0,x(1-x))$.

```lean
/-- The density `n` of a reference cell of length `L₁`, strained affinely to length `L`:
`(L₁/L) n(L₁ x / L)`. -/
def affineDensity (n : ℝ → ℝ) (L₁ L : ℝ) (x : ℝ) : ℝ := L₁ / L * n (L₁ / L * x)

/-- Self-overlap `∫ Q²` of the augmentation charge over the whole line. -/
def selfOverlap (Q : ℝ → ℝ) : ℝ := ∫ x, Q x ^ 2

/-- The augmentation profile `max(0, x(1 - x))`. -/
def bump (x : ℝ) : ℝ := max 0 (x * (1 - x))
```

Q: My habit is to strain the whole density with the cell. Does that rule appear here at all?

A: It comes first. Write $E_1$ for the contact energy of $n$ in the reference cell and substitute $y=L_1x/L$:
$$\frac g2\int_0^L\frac{L_1^2}{L^2}\,n(L_1x/L)^2\,dx=\frac g2\,\frac{L_1^2}{L^2}\,\frac{L}{L_1}\int_0^{L_1}n(y)^2\,dy=\frac{L_1}{L}E_1 .$$
In `affine_energy` the type `C(ℝ, ℝ)` makes $n$ continuous, and `intervalIntegral.integral_comp_mul_left` performs the substitution.

```lean
/-- The contact energy of an affinely strained continuous density is `L₁/L` times that of
the reference cell. -/
theorem affine_energy (g : ℝ) (n : C(ℝ, ℝ)) {L₁ L : ℝ} (h₁ : 0 < L₁) (hL : 0 < L) :
    contactEnergy g (affineDensity n L₁ L) L = L₁ / L * contactEnergy g n L₁ := by
  have h₁' := h₁.ne'
  have hL' := hL.ne'
  have hc : L₁ / L ≠ 0 := div_ne_zero h₁' hL'
  -- change of variables y = L₁ x / L
  have h : ∫ x in (0 : ℝ)..L, n (L₁ / L * x) ^ 2
      = (L₁ / L)⁻¹ • ∫ x in (L₁ / L * 0)..(L₁ / L * L), n x ^ 2 :=
    intervalIntegral.integral_comp_mul_left (fun x => n x ^ 2) hc
  have e : L₁ / L * L = L₁ := by field_simp
  rw [mul_zero, e] at h
  simp only [contactEnergy, affineDensity, mul_pow]
  rw [intervalIntegral.integral_const_mul, h, smul_eq_mul]
  field_simp
```

A: The derivative of $L_1E_1/L$ is $-L_1E_1/L^2$, which equals $-E_1/L_1$ at $L=L_1$. The proof differentiates $1/L$ with `hasDerivAt_inv`, and `congr_of_eventuallyEq` transfers the result to the energy, since the two functions agree for all positive lengths, a neighbourhood of $L_1$.

```lean
/-- Under affine strain of a continuous density the contact energy has derivative `-E/L₁`
with respect to cell length at the reference length `L₁`. -/
theorem affine_hasDerivAt (g : ℝ) (n : C(ℝ, ℝ)) {L₁ : ℝ} (h₁ : 0 < L₁) :
    HasDerivAt (fun L => contactEnergy g (affineDensity n L₁ L) L)
      (-contactEnergy g n L₁ / L₁) L₁ := by
  have h₁' := h₁.ne'
  have h := ((hasDerivAt_inv h₁').const_mul L₁).mul_const (contactEnergy g n L₁)
  refine (h.congr_of_eventuallyEq ?_).congr_deriv ?_
  · filter_upwards [Ioi_mem_nhds h₁] with u hu
    exact (affine_energy g n h₁ hu).trans (by rw [div_eq_mul_inv])
  · field_simp
```

Q: Then $-E/L$ is a theorem. Where does the rigid density depart from it?

A: Straining $N/L_1+Q(x)$ affinely gives $N/L+\frac{L_1}{L}Q(L_1x/L)$. The uniform part matches $n_L$, but $Q$ has been rescaled: stretched and flattened for $L>L_1$, compressed and raised for $L<L_1$. Keep it rigid, put $F(L)=\int_0^LQ\,dx$ and $G(L)=\int_0^LQ^2\,dx$, and expand the square:
$$E(L)=\frac g2\left(\frac{N^2}{L}+\frac{2N}{L}F(L)+G(L)\right).$$
The first term is $L\cdot(N/L)^2$. In `rigidEnergy_eq`, `sq` is the pointwise expansion, and continuity of $Q$ makes each term integrable, which `intervalIntegral.integral_add` requires before splitting the integral.

```lean
/-- The energy splits into smooth-smooth, smooth-augmentation and
augmentation-augmentation terms. -/
theorem rigidEnergy_eq (g N : ℝ) {Q : ℝ → ℝ} (hQ : Continuous Q) {L : ℝ} (hL : 0 < L) :
    rigidEnergy g N Q L = g / 2 * (N ^ 2 / L + 2 * N / L * (∫ x in (0 : ℝ)..L, Q x)
      + ∫ x in (0 : ℝ)..L, Q x ^ 2) := by
  have hL' := hL.ne'
  have sq : ∀ x, (N / L + Q x) ^ 2 = (N / L) ^ 2 + 2 * N / L * Q x + Q x ^ 2 := by
    intro x
    ring
  have c1 : Continuous fun _ : ℝ => (N / L) ^ 2 := continuous_const
  have c2 : Continuous fun x => 2 * N / L * Q x := by fun_prop
  have c3 : Continuous fun x => Q x ^ 2 := by fun_prop
  have c4 : Continuous fun x => (N / L) ^ 2 + 2 * N / L * Q x := by fun_prop
  have e : (L - 0) • (N / L) ^ 2 = N ^ 2 / L := by
    rw [sub_zero, smul_eq_mul]
    field_simp
  simp only [rigidEnergy, contactEnergy, rigidDensity, sq]
  rw [intervalIntegral.integral_add (c4.intervalIntegrable _ _) (c3.intervalIntegrable _ _),
    intervalIntegral.integral_add (c1.intervalIntegrable _ _) (c2.intervalIntegrable _ _),
    intervalIntegral.integral_const, intervalIntegral.integral_const_mul, e]
```

Q: The upper limit moves with $L$. You are not allowed to treat $F$ and $G$ as constants.

A: They are differentiated. The fundamental theorem of calculus gives $F'(L)=Q(L)$ and $G'(L)=Q(L)^2$, so
$$\frac{dE}{dL}=\frac g2\left(-\frac{N^2}{L^2}-\frac{2N}{L^2}F+\frac{2N}{L}Q(L)+Q(L)^2\right),$$
while
$$-\frac EL=\frac g2\left(-\frac{N^2}{L^2}-\frac{2N}{L^2}F-\frac GL\right).$$
Subtracting,
$$\frac{dE}{dL}=-\frac EL+\frac{g}{2L}G(L)+\frac g2\,Q(L)\left(\frac{2N}{L}+Q(L)\right).$$
This is `rigid_hasDerivAt_boundary`, valid for every continuous $Q$ and $L>0$ with no condition on the support. There `hF` and `hG` are the two uses of the fundamental theorem, `fun_add` and `fun_mul` are the sum and product rules, and the closing `field_simp` and `ring` do the subtraction. The last term comes from charge that the moving edge takes into the cell.

```lean
/-- For any continuous rigid `Q` and `L > 0`,
`dE/dL = -E/L + (g/2L) ∫₀ᴸ Q² + (g/2) Q(L) (2N/L + Q(L))`. -/
theorem rigid_hasDerivAt_boundary (g N : ℝ) {Q : ℝ → ℝ} (hQ : Continuous Q) {L : ℝ}
    (hL : 0 < L) :
    HasDerivAt (rigidEnergy g N Q)
      (-rigidEnergy g N Q L / L + g / (2 * L) * (∫ x in (0 : ℝ)..L, Q x ^ 2)
        + g / 2 * (Q L * (2 * N / L + Q L))) L := by
  have hL' := hL.ne'
  have c3 : Continuous fun x => Q x ^ 2 := by fun_prop
  -- fundamental theorem of calculus for the moving cell boundary
  have hF : HasDerivAt (fun u => ∫ x in (0 : ℝ)..u, Q x) (Q L) L :=
    (hQ.integral_hasStrictDerivAt 0 L).hasDerivAt
  have hG : HasDerivAt (fun u => ∫ x in (0 : ℝ)..u, Q x ^ 2) (Q L ^ 2) L :=
    (c3.integral_hasStrictDerivAt 0 L).hasDerivAt
  have hinv := hasDerivAt_inv hL'
  have h := (((hinv.const_mul (N ^ 2)).fun_add
    ((hinv.const_mul (2 * N)).fun_mul hF)).fun_add hG).const_mul (g / 2)
  refine (h.congr_of_eventuallyEq ?_).congr_deriv ?_
  · filter_upwards [Ioi_mem_nhds hL] with u hu
    exact (rigidEnergy_eq g N hQ hu).trans (by ring)
  · rw [rigidEnergy_eq g N hQ hL]
    field_simp
    ring
```

Q: An augmentation charge sits inside a core region. How is that said, and what does the final statement read?

A: The hypothesis `Function.support Q ⊆ Icc 0 L₀` says that $Q(x)=0$ outside the closed interval $[0,L_0]$, so $L_0$ bounds the extent of the core. With `0 < L₀` and `L₀ ≤ L` the cell contains it. Then `rigid_hasDerivAt` states, for all real $g$ and $N$ and continuous $Q$, that $E$ is differentiable at $L$ with
$$\frac{dE}{dL}=-\frac EL+\frac{g}{2L}S .$$

Q: I distrust the endpoint $L=L_0$. `HasDerivAt` is two-sided, so it looks at cells shorter than $L_0$, where the edge cuts into the core, and the closed interval seems to permit $Q(L_0)\ne0$.

A: For shorter cells `rigidEnergy` simply truncates the integral at $L$; the cut charge is discarded, not wrapped around. The boundary formula already covers that, and what remains is $Q(L)=0$. $Q$ vanishes on $(L_0,\infty)$, which is `hout`, and a continuous function that vanishes on a set vanishes on its closure $[L_0,\infty)$, which is `hcl`. Hence `hQL` holds at $L=L_0$ too. The step `hint` gives $G(L)=S$, because $Q^2$ is zero outside $[0,L]$. Inserting both into the boundary formula finishes the proof.

```lean
/-- For a continuous rigid `Q` supported in `[0, L₀]` and `L ≥ L₀ > 0`,
`dE/dL = -E/L + (g/2L) ∫ Q²`. -/
theorem rigid_hasDerivAt (g N : ℝ) {Q : ℝ → ℝ} (hQ : Continuous Q) {L₀ L : ℝ}
    (h₀ : 0 < L₀) (hL : L₀ ≤ L) (hs : Function.support Q ⊆ Icc 0 L₀) :
    HasDerivAt (rigidEnergy g N Q)
      (-rigidEnergy g N Q L / L + g / (2 * L) * selfOverlap Q) L := by
  have hLpos : 0 < L := lt_of_lt_of_le h₀ hL
  have hz : ∀ x, x ∉ Icc 0 L₀ → Q x = 0 := fun x hx => by
    by_contra h
    exact hx (hs h)
  -- continuity makes Q vanish at the cell boundary, also when L = L₀
  have hout : EqOn Q (fun _ => 0) (Ioi L₀) := fun x hx =>
    hz x (fun h => not_lt_of_ge h.2 hx)
  have hcl := hout.closure hQ continuous_const
  rw [closure_Ioi] at hcl
  have hQL : Q L = 0 := hcl hL
  -- the cell contains the whole augmentation charge
  have hint : ∫ x in (0 : ℝ)..L, Q x ^ 2 = selfOverlap Q := by
    rw [intervalIntegral.integral_of_le hLpos.le, ← integral_Icc_eq_integral_Ioc]
    refine setIntegral_eq_integral_of_forall_compl_eq_zero fun x hx => ?_
    have : Q x = 0 := hz x fun h => hx ⟨h.1, h.2.trans hL⟩
    simp [this]
  refine (rigid_hasDerivAt_boundary g N hQ hLpos).congr_deriv ?_
  rw [hint, hQL, zero_mul, mul_zero, add_zero]
```

Q: The correction could still vanish by accident, for instance for a $Q$ that changes sign and carries no net charge.

A: It depends on $Q^2$, not on the net charge. If $Q(x_0)\neq0$ at some point $x_0$, continuity keeps $Q^2$ positive near $x_0$, and $Q^2\ge0$ everywhere, so $S>0$. The proof of `selfOverlap_pos` shows in `hc` that $Q^2$ has compact support and applies `integral_pos_of_hasCompactSupport_nonneg_nonzero` at such a point.

```lean
/-- A nonzero continuous `Q` supported in `[0, L₀]` has positive self-overlap. -/
theorem selfOverlap_pos {Q : ℝ → ℝ} (hQ : Continuous Q) {L₀ : ℝ}
    (hs : Function.support Q ⊆ Icc 0 L₀) (hne : Q ≠ 0) : 0 < selfOverlap Q := by
  obtain ⟨x, hx⟩ := Function.ne_iff.mp hne
  have c3 : Continuous fun x => Q x ^ 2 := by fun_prop
  have hc : HasCompactSupport fun x => Q x ^ 2 := by
    refine HasCompactSupport.intro (isCompact_Icc (a := (0 : ℝ)) (b := L₀)) fun y hy => ?_
    have : Q y = 0 := by
      by_contra h
      exact hy (hs h)
    simp [this]
  exact c3.integral_pos_of_hasCompactSupport_nonneg_nonzero (x := x) hc
    (fun y => sq_nonneg (Q y)) (pow_ne_zero 2 hx)
```

A: Under the hypotheses of `rigid_hasDerivAt` (continuous $Q$ supported in $[0,L_0]$ and $0<L_0\le L$), `affine_formula_iff` says that $dE/dL=-E/L$ holds if and only if $g=0$ or $Q$ is identically zero. Lean's `deriv` returns $0$ at points of non-differentiability, but the first `rw` replaces it by the value from `rigid_hasDerivAt`, so it is the true derivative. Forwards, equality forces $\frac{g}{2L}S=0$, and $Q\ne0$ gives $S>0$, which with $L>0$ leaves $g=0$. Backwards, either case removes the correction.

```lean
/-- For a continuous rigid `Q` supported in `[0, L₀]` and `L ≥ L₀ > 0`, the formula
`dE/dL = -E/L` holds exactly when `g = 0` or `Q = 0`. -/
theorem affine_formula_iff (g N : ℝ) {Q : ℝ → ℝ} (hQ : Continuous Q) {L₀ L : ℝ}
    (h₀ : 0 < L₀) (hL : L₀ ≤ L) (hs : Function.support Q ⊆ Icc 0 L₀) :
    deriv (rigidEnergy g N Q) L = -rigidEnergy g N Q L / L ↔ g = 0 ∨ Q = 0 := by
  have hLpos : 0 < L := lt_of_lt_of_le h₀ hL
  rw [(rigid_hasDerivAt g N hQ h₀ hL hs).deriv]
  constructor
  · intro h
    have h0 : g / (2 * L) * selfOverlap Q = 0 := by linarith
    by_cases hne : Q = 0
    · exact Or.inr hne
    · have h1 := (mul_eq_zero.mp h0).resolve_right (selfOverlap_pos hQ hs hne).ne'
      exact Or.inl ((div_eq_zero_iff.mp h1).resolve_right (by positivity))
  · rintro (rfl | rfl)
    · simp
    · have : selfOverlap 0 = 0 := by simp [selfOverlap]
      rw [this, mul_zero, add_zero]
```

Q: How much of an ultrasoft stress calculation is that?

A: One term in caricature. In an ultrasoft scheme the augmentation functions keep their atomic shape when the cell is strained, and in this one-dimensional model with a uniform smooth part and a contact interaction, scaling the whole density misses exactly $gS/(2L)$ in $dE/dL$. The model has no orbitals, kinetic energy, Coulomb or exchange-correlation terms, periodic images or overlap operator. Rigidity is assumed, not derived: the weights multiplying the augmentation functions, which come from projections of the orbitals and can change under strain, are frozen into $Q$. $Q$ also stays in place, whereas atoms move when a cell is strained. For a single core that remains inside the cell such a shift leaves $E$ unchanged, because the smooth part is uniform, but the overlap between augmentation charges of different atoms would change with their separation. $N$ is held fixed, the stress is a single number and not a tensor, and $n_L\ge0$ is not imposed.

Q: Give me the smallest case with numbers.

A: Take `bump` with $L_0=1$. The theorem `bump_witness` shows that it is continuous, supported in $[0,1]$ and nonzero: outside $[0,1]$ one has $x(1-x)\le0$, the `nlinarith` step, and at $x=\tfrac12$ the value is $\tfrac14$. The numbers that follow are elementary integrals which the file does not evaluate. One finds $\int Q\,dx=\tfrac16$ and $S=\tfrac1{30}$, so for $L\ge1$
$$E=\frac g2\left(\frac{N^2+N/3}{L}+\frac1{30}\right),\qquad \frac{dE}{dL}=-\frac g2\,\frac{N^2+N/3}{L^2}=-\frac EL+\frac{g}{60L}.$$
In the tightest cell, $L=1$, the correction is $g/60$. With $N=0$ the energy is the constant $g/60$ for $L\ge1$ and the pressure is zero, whereas the affine rule would give $E/L=g/(60L)$.

```lean
/-- The profile `max(0, x(1 - x))` is continuous, supported in `[0, 1]` and nonzero. -/
theorem bump_witness :
    Continuous bump ∧ Function.support bump ⊆ Icc 0 1 ∧ bump ≠ 0 := by
  refine ⟨by unfold bump; fun_prop, fun x hx => ?_, fun h => ?_⟩
  · by_contra h
    apply hx
    rw [mem_Icc, not_and_or, not_le, not_le] at h
    refine max_eq_left ?_
    rcases h with h | h <;> nlinarith
  · have := congrFun h (1 / 2)
    norm_num [bump] at this

end

end RigidAugmentationStress
```

```lean
#print axioms RigidAugmentationStress.affine_energy
-- 'RigidAugmentationStress.affine_energy' depends on axioms: [propext, Classical.choice, Quot.sound]
#print axioms RigidAugmentationStress.affine_hasDerivAt
-- 'RigidAugmentationStress.affine_hasDerivAt' depends on axioms: [propext, Classical.choice, Quot.sound]
#print axioms RigidAugmentationStress.affine_formula_iff
-- 'RigidAugmentationStress.affine_formula_iff' depends on axioms: [propext, Classical.choice, Quot.sound]
```
